# Bound States of Energy −(l−n)² in the Pöschl–Teller Well, for Integer and Non-Integer l

A particle of mass $\mu$ moves on a line in the smooth well $-V_0\,\mathrm{sech}^2(x/a)$. The depth $V_0$ can be varied continuously, and one wants to know how the bound levels move with it. With lengths in units of $a$ and energies in units of $\hbar^2/2\mu a^2$, the equation is

$$-\psi'' - l(l+1)\,\mathrm{sech}^2(x)\,\psi = E\psi,\qquad l(l+1) = 2\mu a^2V_0/\hbar^2 .$$

Each depth $V_0>0$ fixes one $l>0$, usually not an integer. For every natural number $n<l$ there is a bound state of energy $-(l-n)^2$, equal to a power of $\cosh x$ times a polynomial of degree $n$ in $\tanh x$.

```lean
import Mathlib

open Polynomial MeasureTheory

namespace PoschlTellerLevels

noncomputable section
```

## The well and the trial states

The Hamiltonian acts on real functions of a real variable. Lean's `deriv` returns 0 where a derivative does not exist, so differentiability of the states is proved separately below.

```lean
/-- The Pöschl-Teller Hamiltonian `-d²/dx² - l(l+1)/cosh² x`, acting on twice differentiable
wave functions. -/
def hamiltonian (l : ℝ) (ψ : ℝ → ℝ) (x : ℝ) : ℝ :=
  -deriv (deriv ψ) x - l * (l + 1) / Real.cosh x ^ 2 * ψ x
```

Far from the well a bound state of energy $-k^2$ decays like $e^{-k|x|}$. This suggests $\psi = \cosh(x)^{-k}P(\tanh x)$, with a real decay rate $k$ and a real polynomial $P$.

```lean
/-- The wave function `cosh(x)^(-k) P(tanh x)`. -/
def state (k : ℝ) (P : ℝ[X]) (x : ℝ) : ℝ :=
  Real.cosh x ^ (-k) * P.eval (Real.tanh x)
```

Write $t=\tanh x$. Since $t' = 1-t^2$ and $(\cosh^{-k}x)' = -k\,t\cosh^{-k}x$, differentiation keeps the form of the state and replaces $P$ by $(1-X^2)P' - kXP$.

```lean
/-- The polynomial `(1 - X²) P' - k X P`. -/
def derivPoly (k : ℝ) (P : ℝ[X]) : ℝ[X] :=
  (1 - X ^ 2) * derivative P - C k * X * P
```

Applying this rule twice gives the polynomial of $\psi''$:

$$k^2P + (1-X^2)\big[(1-X^2)P'' - 2(k+1)XP' - k(k+1)P\big].$$

Write $H$ for the Hamiltonian. In $-H\psi=\psi''+l(l+1)\,\mathrm{sech}^2(x)\,\psi$ the second term contributes $l(l+1)(1-X^2)P$, because $\mathrm{sech}^2x = 1-t^2$. After $k^2P$ is split off, everything left carries the factor $1-X^2$, which multiplies the reduced operator

$$R_{l,k}P = (1-X^2)P'' - 2(k+1)XP' + [l(l+1)-k(k+1)]P .$$

```lean
/-- The reduced operator `(1 - X²) P'' - 2(k+1) X P' + (l(l+1) - k(k+1)) P`
in the variable `X = tanh x`. -/
def reducedOp (l k : ℝ) (P : ℝ[X]) : ℝ[X] :=
  (1 - X ^ 2) * derivative (derivative P) - C (2 * (k + 1)) * X * derivative P
    + C (l * (l + 1) - k * (k + 1)) * P
```

Solutions of $R_{l,k}P=0$ come from a ladder at fixed decay rate $m$:

$$P_0=1,\qquad P_{n+1} = (2m+n+1)XP_n - (1-X^2)P_n'.$$

Each step raises the well parameter by one, so $P_n$ belongs to the well $l=m+n$. To reach level $n$ of a given well, one starts from $m=l-n$.

```lean
/-- The level polynomials at fixed decay rate `m`, built by the ladder
`P ↦ (2m+n+1) X P - (1 - X²) P'` from the constant `1`. -/
def levelPoly (m : ℝ) : ℕ → ℝ[X]
  | 0 => 1
  | n + 1 => C (2 * m + n + 1) * X * levelPoly m n - (1 - X ^ 2) * derivative (levelPoly m n)
```

## From the Schrödinger equation to a polynomial equation

The identity $\mathrm{sech}^2x=1-\tanh^2x$ follows from $\cosh^2x-\sinh^2x=1$.

```lean
lemma sech_sq (x : ℝ) : 1 / Real.cosh x ^ 2 = 1 - Real.tanh x ^ 2 := by
  rw [Real.tanh_eq_sinh_div_cosh, div_pow, eq_sub_iff_add_eq, ← add_div, ← Real.cosh_sq',
    div_self (pow_ne_zero 2 (Real.cosh_pos x).ne')]
```

Its left side is positive, so $1-\tanh^2x>0$.

```lean
lemma sech_sq_pos (x : ℝ) : 0 < 1 - Real.tanh x ^ 2 := by
  rw [← sech_sq]
  exact div_pos one_pos (pow_pos (Real.cosh_pos x) 2)
```

The quotient rule for $\sinh x/\cosh x$ gives $t'=1-t^2$.

```lean
lemma tanh_hasDerivAt (x : ℝ) : HasDerivAt Real.tanh (1 - Real.tanh x ^ 2) x := by
  have hc := (Real.cosh_pos x).ne'
  have h := (Real.hasDerivAt_sinh x).fun_div (Real.hasDerivAt_cosh x) hc
  have e : Real.tanh = fun y => Real.sinh y / Real.cosh y :=
    funext Real.tanh_eq_sinh_div_cosh
  rw [e]
  refine h.congr_deriv ?_
  rw [div_pow, sub_div, ← pow_two, ← pow_two, div_self (pow_ne_zero 2 hc)]
```

The product and chain rules now yield the derivative of a state. `HasDerivAt` says that the state is differentiable at $x$ with the stated derivative. As that derivative is again a state, the second derivative exists too.

```lean
/-- The derivative of `cosh^(-k) P(tanh)` is `cosh^(-k) Q(tanh)` with
`Q = (1 - X²) P' - k X P`. -/
theorem state_hasDerivAt (k : ℝ) (P : ℝ[X]) (x : ℝ) :
    HasDerivAt (state k P) (state k (derivPoly k P) x) x := by
  have hc := (Real.cosh_pos x).ne'
  have h1 := (Real.hasDerivAt_cosh x).rpow_const (p := -k) (Or.inl hc)
  have h2 := (P.hasDerivAt (Real.tanh x)).comp x (tanh_hasDerivAt x)
  have h3 : HasDerivAt (state k P) _ x := h1.fun_mul h2
  refine h3.congr_deriv ?_
  have e : Real.sinh x * (-k) * Real.cosh x ^ (-k - 1)
      = -k * Real.tanh x * Real.cosh x ^ (-k) := by
    rw [Real.rpow_sub_one hc, Real.tanh_eq_sinh_div_cosh]
    ring
  simp only [state, derivPoly, eval_sub, eval_mul, eval_pow, eval_one, eval_X, eval_C]
  linear_combination (P.eval (Real.tanh x)) * e
```

Using the rule twice gives

$$(H+k^2)\psi = -(1-t^2)\cosh^{-k}(x)\,(R_{l,k}P)(t).$$

In the proof, `d` replaces each derivative by a state, and `ring` checks the algebra above.

```lean
/-- On `cosh^(-k) P(tanh)` the operator `H + k²` acts as `-sech² x` times the state
carrying the reduced polynomial. -/
theorem hamiltonian_state (l k : ℝ) (P : ℝ[X]) (x : ℝ) :
    hamiltonian l (state k P) x + k ^ 2 * state k P x
      = -(1 - Real.tanh x ^ 2) * state k (reducedOp l k P) x := by
  have d : ∀ Q, deriv (state k Q) = state k (derivPoly k Q) :=
    fun Q => funext fun y => (state_hasDerivAt k Q y).deriv
  unfold hamiltonian
  rw [d, d, div_eq_mul_one_div, sech_sq]
  simp only [state, derivPoly, reducedOp, sq, derivative_sub, derivative_mul, derivative_one,
    derivative_X, derivative_C, eval_sub, eval_add, eval_mul, eval_one, eval_zero, eval_X, eval_C]
  ring
```

To pass from functions back to polynomials, suppose that a state vanishes everywhere. The power of $\cosh x$ is positive, so $P(\tanh x)=0$ for all $x$. Since $\tanh$ is strictly increasing, it takes infinitely many values, and $P$ has infinitely many roots. Hence $P=0$.

```lean
/-- A state `cosh^(-k) P(tanh)` that vanishes everywhere has `P = 0`. -/
theorem poly_eq_zero_of_state (k : ℝ) (P : ℝ[X]) (h : ∀ x, state k P x = 0) : P = 0 := by
  have hmono : StrictMono Real.tanh := strictMono_of_deriv_pos fun x => by
    rw [(tanh_hasDerivAt x).deriv]
    exact sech_sq_pos x
  -- tanh takes infinitely many values, and each of them is a root
  refine Polynomial.eq_zero_of_infinite_isRoot P
    ((Set.infinite_range_of_injective hmono.injective).mono ?_)
  rintro _ ⟨x, rfl⟩
  exact (mul_eq_zero.mp (h x)).resolve_left (Real.rpow_pos_of_pos (Real.cosh_pos x) _).ne'
```

## The ladder solves the reduced equation

Put $l=m+n$, $a=2m+n+1$, $P=P_n$ and $Q=P_{n+1}=aXP-(1-X^2)P'$; here $a$ is a number, no longer the width of the well. Then $l(l+1)-m(m+1)=na$, and the equation for $P$ reads

$$(1-X^2)P''=2(m+1)XP'-naP.$$

Differentiating $Q$ and substituting this gives

$$Q'=(n+1)(aP+XP'),\qquad Q''=(n+1)\big((a+1)P'+XP''\big).$$

In the next well the constant $na$ becomes $(n+1)(a+1)$. Inserting $Q$, the terms in $(1-X^2)P'$ cancel, leaving

$$(n+1)X\big[(1-X^2)P''-2(m+1)XP'+naP\big]=0.$$

The Lean induction reaches the same end in one combination: the new equation is $(2m+n+3)X$ times the old one, `ih`, minus $(1-X^2)$ times its derivative, `ih'`.

```lean
/-- The level polynomial solves the reduced equation of the well with `l = m + n`. -/
theorem reducedOp_levelPoly (m : ℝ) (n : ℕ) : reducedOp (m + n) m (levelPoly m n) = 0 := by
  induction n with
  | zero => simp [reducedOp, levelPoly]
  | succ n ih =>
    -- the new equation combines the old one and its derivative
    have ih' := congrArg (fun q => derivative q) ih
    simp only [reducedOp, levelPoly, sq, derivative_sub, derivative_add, derivative_mul,
      derivative_one, derivative_X, derivative_C, derivative_zero] at ih ih' ⊢
    simp only [Nat.cast_add, Nat.cast_one, map_add, map_sub, map_mul, map_one, map_natCast,
      map_ofNat] at ih ih' ⊢
    linear_combination (((n : ℝ[X]) + 1) * X + 2 * (C m + 1) * X) * ih - (1 - X * X) * ih'
```

## The degree is exactly n

The coefficient of $X^j$ in $XP'$ is $j$ times that in $P$.

```lean
lemma coeff_X_mul_derivative (P : ℝ[X]) (j : ℕ) :
    (X * derivative P).coeff j = j * P.coeff j := by
  cases j with
  | zero => simp
  | succ j =>
    rw [coeff_X_mul, coeff_derivative]
    push_cast
    ring
```

If $p_j$ are the coefficients of $P_n$, the coefficient of $X^{j+1}$ in $P_{n+1}$ is

$$(2m+n+1+j)\,p_j-(j+2)\,p_{j+2}.$$

For $j>n$ this vanishes. For $j=n$ it equals $(2m+2n+1)p_n$, which is positive when $m>0$ and $p_n>0$. The induction in `key` carries both facts together.

```lean
/-- For `m > 0` the `n`-th level polynomial has degree exactly `n`. -/
theorem levelPoly_degree {m : ℝ} (hm : 0 < m) (n : ℕ) : (levelPoly m n).degree = n := by
  have key : (∀ j, n < j → (levelPoly m n).coeff j = 0) ∧ 0 < (levelPoly m n).coeff n := by
    induction n with
    | zero =>
      refine ⟨fun j hj => ?_, by simp [levelPoly]⟩
      simp [levelPoly, coeff_one, hj.ne']
    | succ n ih =>
      obtain ⟨h0, hpos⟩ := ih
      have hQ : ∀ j : ℕ, (levelPoly m (n + 1)).coeff (j + 1)
          = (2 * m + n + 1 + j) * (levelPoly m n).coeff j
            - (j + 2) * (levelPoly m n).coeff (j + 2) := by
        intro j
        have e : levelPoly m (n + 1) = C (2 * m + n + 1) * (X * levelPoly m n)
            - derivative (levelPoly m n) + X * (X * derivative (levelPoly m n)) := by
          rw [levelPoly]
          ring
        rw [e, coeff_add, coeff_sub, coeff_C_mul, coeff_X_mul, coeff_X_mul,
          coeff_X_mul_derivative, coeff_derivative]
        push_cast
        ring
      constructor
      · intro j hj
        obtain ⟨i, rfl⟩ : ∃ i, j = i + 1 := ⟨j - 1, by omega⟩
        rw [hQ, h0 i (by omega), h0 (i + 2) (by omega)]
        ring
      · rw [hQ, h0 (n + 2) (by omega), mul_zero, sub_zero]
        positivity
  refine degree_eq_of_le_of_coeff_ne_zero ?_ key.2.ne'
  exact (degree_le_iff_coeff_zero _ _).mpr fun j hj => key.1 j (by exact_mod_cast hj)
```

## Decay and square integrability

On $[-1,1]$ the continuous function $|P|$ is bounded by some $M$. Also $\cosh x\ge e^{|x|}/2$, so for $k>0$

$$|\psi(x)|\le 2^kM\,e^{-k|x|}.$$

Lean writes $2^k$ as `Real.exp (k * Real.log 2)`.

```lean
/-- For `k > 0` the state `cosh^(-k) P(tanh)` is bounded by a constant times `exp(-k|x|)`. -/
theorem state_decay {k : ℝ} (hk : 0 < k) (P : ℝ[X]) :
    ∃ B, ∀ x, |state k P x| ≤ B * Real.exp (-k * |x|) := by
  obtain ⟨M, hM⟩ := (isCompact_Icc (a := (-1 : ℝ)) (b := 1)).exists_bound_of_continuousOn
    P.continuous.continuousOn
  refine ⟨Real.exp (k * Real.log 2) * M, fun x => ?_⟩
  have ht := sech_sq_pos x
  have hP := hM (Real.tanh x) ⟨by nlinarith, by nlinarith⟩
  rw [Real.norm_eq_abs] at hP
  -- cosh x is at least exp|x| / 2
  have hlog : |x| - Real.log 2 ≤ Real.log (Real.cosh x) := by
    rw [Real.le_log_iff_exp_le (Real.cosh_pos x), Real.exp_sub, Real.exp_log two_pos,
      ← Real.cosh_abs, Real.cosh_eq]
    linarith [Real.exp_pos (-|x|)]
  have hc : Real.cosh x ^ (-k) ≤ Real.exp (k * Real.log 2) * Real.exp (-k * |x|) := by
    rw [Real.rpow_def_of_pos (Real.cosh_pos x), ← Real.exp_add]
    apply Real.exp_le_exp.mpr
    nlinarith [mul_le_mul_of_nonneg_left hlog hk.le]
  rw [state, abs_mul, abs_of_pos (Real.rpow_pos_of_pos (Real.cosh_pos x) _)]
  calc _ ≤ (Real.exp (k * Real.log 2) * Real.exp (-k * |x|)) * M :=
        mul_le_mul hc hP (abs_nonneg _) (by positivity)
    _ = _ := by ring
```

Therefore $\psi^2\le B^2e^{-2k|x|}$ with $B=2^kM$. The integral of $e^{-2k|x|}$ over the line is $1/k$, and the proof obtains its finiteness from the two half-lines.

```lean
/-- For `k > 0` the state `cosh^(-k) P(tanh)` is square integrable on the line. -/
theorem state_sq_integrable {k : ℝ} (hk : 0 < k) (P : ℝ[X]) :
    Integrable (fun x => state k P x ^ 2) := by
  obtain ⟨B, hB⟩ := state_decay hk P
  have h1 : IntegrableOn (fun x : ℝ => Real.exp (-(2 * k) * |x|)) (Set.Iic 0) :=
    (integrableOn_exp_mul_Iic (a := 2 * k) (by linarith) 0).congr_fun
      (fun x hx => by simp only [abs_of_nonpos (Set.mem_Iic.mp hx), neg_mul_neg])
      measurableSet_Iic
  have h2 : IntegrableOn (fun x : ℝ => Real.exp (-(2 * k) * |x|)) (Set.Ioi 0) :=
    (integrableOn_exp_mul_Ioi (a := -(2 * k)) (by linarith) 0).congr_fun
      (fun x hx => by simp only [abs_of_pos (Set.mem_Ioi.mp hx)]) measurableSet_Ioi
  have hg : Integrable (fun x : ℝ => Real.exp (-(2 * k) * |x|)) := by
    rw [← integrableOn_univ, ← Set.Iic_union_Ioi (a := (0 : ℝ))]
    exact h1.union h2
  have hcont : Continuous (state k P) :=
    continuous_iff_continuousAt.mpr fun x => (state_hasDerivAt k P x).continuousAt
  refine (hg.const_mul (B ^ 2)).mono' (hcont.pow 2).aestronglyMeasurable
    (Filter.Eventually.of_forall fun x => ?_)
  have e : Real.exp (-(2 * k) * |x|) = Real.exp (-k * |x|) ^ 2 := by
    rw [sq, ← Real.exp_add]
    congr 1
    ring
  rw [Real.norm_eq_abs, abs_pow, e, ← mul_pow]
  exact pow_le_pow_left₀ (abs_nonneg _) (hB x) 2
```

## The levels

For real $l$ and natural $n$ with $n<l$, `bound_levels` states four things about the state with decay rate $l-n$ and polynomial `levelPoly (l - n) n`: the polynomial has degree $n$, the Schrödinger equation holds at every $x$ with energy $-(l-n)^2$, the state is not identically zero, and its square is integrable. The condition $l>0$ is implied by $n<l$. The proof sets $m=l-n$, so that $m+n=l$ and the reduced equation applies.

```lean
/-- For every natural `n < l`, the state `cosh^(-(l-n)) P(tanh)` with the level polynomial `P`
of degree `n` is a nonzero square-integrable eigenfunction of energy `-(l-n)²`. -/
theorem bound_levels (l : ℝ) (n : ℕ) (h : (n : ℝ) < l) :
    (levelPoly (l - n) n).degree = n ∧
    (∀ x, hamiltonian l (state (l - n) (levelPoly (l - n) n)) x
      = -(l - n) ^ 2 * state (l - n) (levelPoly (l - n) n) x) ∧
    (∃ x, state (l - n) (levelPoly (l - n) n) x ≠ 0) ∧
    Integrable (fun x => state (l - n) (levelPoly (l - n) n) x ^ 2) := by
  have hm : 0 < l - n := sub_pos.mpr h
  have hdeg := levelPoly_degree hm n
  refine ⟨hdeg, fun x => ?_, ?_, state_sq_integrable hm _⟩
  · have hR := reducedOp_levelPoly (l - n) n
    rw [sub_add_cancel] at hR
    have hH := hamiltonian_state l (l - n) (levelPoly (l - n) n) x
    have hz : state (l - n) 0 x = 0 := by simp [state]
    rw [hR, hz, mul_zero] at hH
    linear_combination hH
  · by_contra hne
    push Not at hne
    rw [poly_eq_zero_of_state _ _ hne, degree_zero] at hdeg
    exact absurd hdeg (by simp)
```

Take $l=5/2$. The levels $n=0,1,2$ have energies $-25/4$, $-9/4$ and $-1/4$. For $n=2$ the decay rate is $m=1/2$, and the ladder gives $P_1=2X$, then

$$P_2=3X\cdot2X-2(1-X^2)=8X^2-2.$$

The reduced equation checks: $16(1-X^2)-48X^2+8(8X^2-2)=0$. The states defined above are not normalised. Substituting $\tanh x=\sin\theta$ gives $\int\psi^2dx=12\pi$, so the normalised state is $(4\tanh^2x-1)/\sqrt{3\pi\cosh x}$.

If $n<l$ is weakened to $n\le l$, square integrability fails. For $l=n=1$ the ladder gives $P_1=X$ and $\psi=\tanh x$. This solves the equation at $E=0$, but tends to $\pm1$ at infinity.

## Which decay rates are possible

Conversely, let $l,k>0$ and let a state with $\deg P=n$ have energy $-k^2$. Then $R_{l,k}P=0$ as a polynomial, because $1-t^2$ is never zero and a state that vanishes everywhere has polynomial zero. The coefficient of $X^n$ gives

$$\big[l(l+1)-(k+n)(k+n+1)\big]p_n=(l-k-n)(l+k+n+1)\,p_n=0,$$

where $p_n\neq0$ is now the leading coefficient of $P$. The second factor is positive, so $k=l-n$. The other direction of `quantisation` is supplied by `bound_levels`.

The theorem concerns states $\cosh^{-k}(x)P(\tanh x)$ whose energy is $-k^2$ with the same $k$. The well has in fact no bound states beyond those of `bound_levels`, but that is not proved here, and the Hamiltonian is treated as a differential expression, not as a self-adjoint operator on a Hilbert space. For a single particle in this one-dimensional well, the formula provides exact energies against which a grid or basis-set solver can be tested at any depth.

```lean
/-- For `l, k > 0`, some state `cosh^(-k) P(tanh)` with `P` of degree `n` has energy `-k²`
if and only if `k = l - n`. -/
theorem quantisation {l k : ℝ} (hl : 0 < l) (hk : 0 < k) (n : ℕ) :
    (∃ P : ℝ[X], P.degree = n ∧
      ∀ x, hamiltonian l (state k P) x = -k ^ 2 * state k P x) ↔ k = l - n := by
  constructor
  · rintro ⟨P, hdeg, hE⟩
    have hR : reducedOp l k P = 0 := poly_eq_zero_of_state k _ fun x => by
      have hH := hamiltonian_state l k P x
      have h0 : (1 - Real.tanh x ^ 2) * state k (reducedOp l k P) x = 0 := by
        linear_combination hH - hE x
      exact (mul_eq_zero.mp h0).resolve_left (sech_sq_pos x).ne'
    -- compare the coefficients of X^n
    have e : reducedOp l k P = derivative (derivative P) - X * derivative (X * derivative P)
        + X * derivative P - C (2 * (k + 1)) * (X * derivative P)
        + C (l * (l + 1) - k * (k + 1)) * P := by
      simp only [reducedOp, derivative_mul, derivative_X]
      ring
    have hc := congrArg (fun q => q.coeff n) (e.symm.trans hR)
    have htop : P.coeff (n + 1 + 1) = 0 := coeff_eq_zero_of_degree_lt (by
      rw [hdeg]
      exact_mod_cast (by omega : n < n + 1 + 1))
    simp only [coeff_add, coeff_sub, coeff_C_mul, coeff_X_mul_derivative, coeff_derivative,
      coeff_zero, htop] at hc
    have hprod : (l - k - n) * (l + k + n + 1) * P.coeff n = 0 := by
      linear_combination hc
    have hfac := (mul_eq_zero.mp hprod).resolve_right (coeff_ne_zero_of_eq_degree hdeg)
    have hpos : l + k + n + 1 ≠ 0 := by positivity
    linarith [(mul_eq_zero.mp hfac).resolve_right hpos]
  · rintro rfl
    have h := bound_levels l n (sub_pos.mp hk)
    exact ⟨_, h.1, h.2.1⟩

end

end PoschlTellerLevels
```

```lean
#print axioms PoschlTellerLevels.state_sq_integrable
#print axioms PoschlTellerLevels.quantisation
```

```
'PoschlTellerLevels.state_sq_integrable' depends on axioms: [propext, Classical.choice, Quot.sound]
'PoschlTellerLevels.quantisation' depends on axioms: [propext, Classical.choice, Quot.sound]
```
